# One- and two-body Hamiltonians do not couple Slater determinants that differ by three or more orbitals of one orthogonal set

On a finite set of one-particle points, a Hamiltonian made of a one-body matrix and a local pair potential has zero matrix element between two Slater determinants whenever at least three orbitals of the first are orthogonal to every orbital of the second. With only two such orbitals the matrix element can be nonzero, as an explicit two-particle example shows.

```lean
import Mathlib

open ComplexConjugate

namespace TripleExcitations

noncomputable section

variable {ι X : Type*} [Fintype ι] [DecidableEq ι] [Fintype X]

/-- The overlap of two orbitals on a finite set of points. -/
def overlap (f g : X → ℂ) : ℂ := ∑ x, conj (f x) * g x

/-- The unnormalised Slater determinant `det a_i(x_j)` as a function of all coordinates. -/
def slater (a : ι → X → ℂ) (x : ι → X) : ℂ :=
  Matrix.det (Matrix.of fun i j => a i (x j))

/-- The configuration `x` with the coordinates in `T` replaced by `y`. -/
def glue (T : Finset ι) (y : T → X) (x : ι → X) : ι → X :=
  fun i => if h : i ∈ T then y ⟨i, h⟩ else x i

/-- The operator with kernel `K` that acts on the coordinates in `T` only. -/
def clusterOp (T : Finset ι) (K : (T → X) → (T → X) → ℂ)
    (Ψ : (ι → X) → ℂ) (x : ι → X) : ℂ :=
  ∑ y : T → X, K (fun i => x i) y * Ψ (glue T y x)

/-- The Hamiltonian with one-body matrix `h` and pair interaction `v` for `N` particles. -/
def hamiltonian {N : ℕ} (h v : X → X → ℂ) (Ψ : (Fin N → X) → ℂ) (x : Fin N → X) : ℂ :=
  (∑ k, ∑ y, h (x k) y * Ψ (Function.update x k y)) +
    ∑ k, ∑ l ∈ Finset.Ioi k, v (x k) (x l) * Ψ x

/-- A sum over all configurations vanishes if the sum over one coordinate vanishes
whatever the other coordinates are. -/
theorem sum_eq_zero_of_coordinate (j : ι) (F : (ι → X) → ℂ)
    (h : ∀ x, ∑ y, F (Function.update x j y) = 0) : ∑ x, F x = 0 := by
  rw [← Equiv.sum_comp (Equiv.funSplitAt j X).symm F, Fintype.sum_prod_type_right]
  refine Finset.sum_eq_zero fun r _ => ?_
  rcases isEmpty_or_nonempty X with hX | ⟨⟨y0⟩⟩
  · simp
  · refine Eq.trans (Finset.sum_congr rfl fun y _ => ?_)
      (h ((Equiv.funSplitAt j X).symm (y0, r)))
    refine congrArg F (funext fun i => ?_)
    by_cases hi : i = j
    · subst hi
      simp
    · simp [hi]

omit [Fintype ι] [Fintype X] in
private lemma glue_update {T : Finset ι} {j : ι} (hj : j ∉ T) (y : T → X) (x : ι → X)
    (z : X) : glue T y (Function.update x j z) = Function.update (glue T y x) j z := by
  funext i
  by_cases hi : i = j
  · subst hi
    simp [glue, hj]
  · simp [glue, hi]

omit [Fintype X] in
private lemma prod_update (p : ι → X → ℂ) (x : ι → X) (j : ι) (z : X) :
    ∏ i, p i (Function.update x j z i) =
      p j z * ∏ i ∈ Finset.univ.erase j, p i (x i) := by
  rw [← Finset.mul_prod_erase Finset.univ _ (Finset.mem_univ j), Function.update_self]
  congr 1
  refine Finset.prod_congr rfl fun i hi => ?_
  rw [Function.update_of_ne (Finset.ne_of_mem_erase hi)]

/-- Between two products of orbitals, an operator on the coordinates in `T` has zero matrix
element if the two orbitals of some coordinate outside `T` are orthogonal. -/
theorem product_element_eq_zero (p q : ι → X → ℂ) (T : Finset ι)
    (K : (T → X) → (T → X) → ℂ) (j : ι) (hj : j ∉ T) (ho : overlap (p j) (q j) = 0) :
    ∑ x : ι → X, conj (∏ i, p i (x i)) *
      clusterOp T K (fun x => ∏ i, q i (x i)) x = 0 := by
  apply sum_eq_zero_of_coordinate j
  intro x
  have hK : ∀ (z : X) (i : T), Function.update x j z (i : ι) = x i := by
    intro z i
    have hne : (i : ι) ≠ j := by
      intro h
      apply hj
      rw [← h]
      exact i.2
    exact Function.update_of_ne hne _ _
  -- the summand is a factor from coordinate `j` times a rest that does not depend on `z`
  have hz : ∀ z : X, conj (∏ i, p i (Function.update x j z i)) *
      clusterOp T K (fun x => ∏ i, q i (x i)) (Function.update x j z) =
      (conj (p j z) * q j z) * (conj (∏ i ∈ Finset.univ.erase j, p i (x i)) *
        ∑ y : T → X, K (fun i => x i) y *
          ∏ i ∈ Finset.univ.erase j, q i (glue T y x i)) := by
    intro z
    simp only [clusterOp, hK, glue_update hj, prod_update p, prod_update q, map_mul,
      Finset.mul_sum]
    refine Finset.sum_congr rfl fun y _ => ?_
    ring
  rw [Finset.sum_congr rfl fun z _ => hz z, ← Finset.sum_mul]
  exact mul_eq_zero_of_left ho _

omit [Fintype X] in
private lemma slater_eq (a : ι → X → ℂ) (x : ι → X) :
    slater a x = ∑ σ : Equiv.Perm ι,
      ((Equiv.Perm.sign σ : ℤ) : ℂ) * ∏ i, a (σ i) (x i) := by
  rw [slater, Matrix.det_apply']
  rfl

private lemma clusterOp_slater (b : ι → X → ℂ) (T : Finset ι)
    (K : (T → X) → (T → X) → ℂ) (x : ι → X) :
    clusterOp T K (slater b) x = ∑ τ : Equiv.Perm ι, ((Equiv.Perm.sign τ : ℤ) : ℂ) *
      clusterOp T K (fun x => ∏ i, b (τ i) (x i)) x := by
  simp only [clusterOp, slater_eq, Finset.mul_sum]
  rw [Finset.sum_comm]
  refine Finset.sum_congr rfl fun τ _ => Finset.sum_congr rfl fun y _ => ?_
  ring

/-- An operator on the coordinates in `T` has zero matrix element between two Slater
determinants if more than `|T|` orbitals of the first are orthogonal to all of the second. -/
theorem cluster_element_eq_zero (a b : ι → X → ℂ) (S T : Finset ι)
    (K : (T → X) → (T → X) → ℂ) (hST : T.card < S.card)
    (ho : ∀ i ∈ S, ∀ j, overlap (a i) (b j) = 0) :
    ∑ x, conj (slater a x) * clusterOp T K (slater b) x = 0 := by
  have h : ∀ x, conj (slater a x) * clusterOp T K (slater b) x =
      ∑ σ : Equiv.Perm ι, ∑ τ : Equiv.Perm ι,
        (((Equiv.Perm.sign σ : ℤ) : ℂ) * ((Equiv.Perm.sign τ : ℤ) : ℂ)) *
        (conj (∏ i, a (σ i) (x i)) *
          clusterOp T K (fun x => ∏ i, b (τ i) (x i)) x) := by
    intro x
    rw [slater_eq, clusterOp_slater, map_sum, Finset.sum_mul_sum]
    refine Finset.sum_congr rfl fun σ _ => Finset.sum_congr rfl fun τ _ => ?_
    rw [map_mul, map_intCast]
    ring
  rw [Finset.sum_congr rfl fun x _ => h x, Finset.sum_comm]
  refine Finset.sum_eq_zero fun σ _ => ?_
  rw [Finset.sum_comm]
  refine Finset.sum_eq_zero fun τ _ => ?_
  rw [← Finset.mul_sum]
  -- `T` is too small to hold all the orthogonal orbitals
  have hj : ∃ j, j ∉ T ∧ σ j ∈ S := by
    by_contra hne
    have hsub : S ⊆ T.image σ := by
      intro i hi
      refine Finset.mem_image.2 ⟨σ.symm i, ?_, σ.apply_symm_apply i⟩
      by_contra hT
      exact hne ⟨σ.symm i, hT, by rw [σ.apply_symm_apply]; exact hi⟩
    have h1 := Finset.card_le_card hsub
    have h2 : (T.image σ).card ≤ T.card := Finset.card_image_le
    omega
  obtain ⟨j, hjT, hjS⟩ := hj
  exact mul_eq_zero_of_right _ (product_element_eq_zero (fun i => a (σ i))
    (fun i => b (τ i)) T K j hjT (ho _ hjS _))

/-- A pair potential has zero matrix element between two Slater determinants if at least
three orbitals of the first are orthogonal to all orbitals of the second. -/
theorem pair_element_eq_zero (a b : ι → X → ℂ) (S : Finset ι) (hS : 3 ≤ S.card)
    (ho : ∀ i ∈ S, ∀ j, overlap (a i) (b j) = 0) (v : X → X → ℂ) (k l : ι) :
    ∑ x, conj (slater a x) * (v (x k) (x l) * slater b x) = 0 := by
  classical
  have key := cluster_element_eq_zero a b S ({k, l} : Finset ι)
    (fun p q => if p = q then v (p ⟨k, by simp⟩) (p ⟨l, by simp⟩) else 0)
    (lt_of_le_of_lt Finset.card_le_two hS) ho
  refine Eq.trans (Finset.sum_congr rfl fun x _ => ?_) key
  have g : glue ({k, l} : Finset ι) (fun i => x i) x = x := by
    funext i
    simp [glue]
  simp only [clusterOp, ite_mul, zero_mul, Finset.sum_ite_eq, Finset.mem_univ, if_true, g]

/-- A one-body operator on coordinate `k` has zero matrix element between two Slater
determinants if at least two orbitals of the first are orthogonal to all of the second. -/
theorem one_body_element_eq_zero (a b : ι → X → ℂ) (S : Finset ι) (hS : 2 ≤ S.card)
    (ho : ∀ i ∈ S, ∀ j, overlap (a i) (b j) = 0) (h : X → X → ℂ) (k : ι) :
    ∑ x, conj (slater a x) *
      ∑ y, h (x k) y * slater b (Function.update x k y) = 0 := by
  have key := cluster_element_eq_zero a b S ({k} : Finset ι)
    (fun p q => h (p ⟨k, by simp⟩) (q ⟨k, by simp⟩))
    (by rw [Finset.card_singleton]; omega) ho
  refine Eq.trans (Finset.sum_congr rfl fun x _ => ?_) key
  have hg : ∀ z : X, glue ({k} : Finset ι) (fun _ => z) x = Function.update x k z := by
    intro z
    funext i
    by_cases hi : i = k
    · subst hi
      simp [glue]
    · simp [glue, hi]
  rw [clusterOp]
  congr 1
  refine Fintype.sum_bijective (fun (z : X) (_ : ({k} : Finset ι)) => z)
    ⟨fun z w hzw => congrFun hzw ⟨k, by simp⟩, fun y => ⟨y ⟨k, by simp⟩, ?_⟩⟩ _ _
    fun z => ?_
  · funext i
    exact congrArg y (Subtype.ext (Finset.mem_singleton.1 i.2).symm)
  · rw [hg z]

/-- The Hamiltonian has zero matrix element between two Slater determinants if at least
three orbitals of the first are orthogonal to all orbitals of the second. -/
theorem hamiltonian_element_eq_zero {N : ℕ} (a b : Fin N → X → ℂ) (S : Finset (Fin N))
    (hS : 3 ≤ S.card) (ho : ∀ i ∈ S, ∀ j, overlap (a i) (b j) = 0) (h v : X → X → ℂ) :
    ∑ x, conj (slater a x) * hamiltonian h v (slater b) x = 0 := by
  have one := one_body_element_eq_zero a b S (by omega) ho h
  have two := pair_element_eq_zero a b S hS ho v
  have add0 : ∀ u w : ℂ, u = 0 → w = 0 → u + w = 0 := by
    intro u w hu hw
    rw [hu, hw, add_zero]
  simp only [Finset.mul_sum] at one
  simp only [hamiltonian, mul_add, Finset.sum_add_distrib, Finset.mul_sum]
  apply add0
  · rw [Finset.sum_comm]
    exact Finset.sum_eq_zero fun k _ => one k
  · rw [Finset.sum_comm]
    refine Finset.sum_eq_zero fun k _ => ?_
    rw [Finset.sum_comm]
    exact Finset.sum_eq_zero fun l _ => two k l

/-- For determinants built from mutually orthogonal orbitals `φ`, the Hamiltonian matrix
element is zero if at least three orbitals of the first do not occur in the second. -/
theorem triple_excitations_decouple {N : ℕ} {κ : Type*} (φ : κ → X → ℂ)
    (hφ : ∀ r s, r ≠ s → overlap (φ r) (φ s) = 0) (p q : Fin N → κ)
    (S : Finset (Fin N)) (hS : 3 ≤ S.card) (hq : ∀ i ∈ S, ∀ j, q i ≠ p j)
    (h v : X → X → ℂ) :
    ∑ x, conj (slater (fun i => φ (q i)) x) *
      hamiltonian h v (slater fun i => φ (p i)) x = 0 :=
  hamiltonian_element_eq_zero _ _ S hS (fun i hi j => hφ _ _ (hq i hi j)) h v

/-- Two orbitals on four points, each a sum over two neighbouring points. -/
def bonding : Fin 2 → Fin 4 → ℂ := ![![1, 1, 0, 0], ![0, 0, 1, 1]]

/-- Two orbitals on four points, each a difference over two neighbouring points. -/
def antibonding : Fin 2 → Fin 4 → ℂ := ![![1, -1, 0, 0], ![0, 0, 1, -1]]

/-- A symmetric pair potential that acts only between points `0` and `2`. -/
def contact : Fin 4 → Fin 4 → ℂ :=
  ![![0, 0, 1, 0], ![0, 0, 0, 0], ![1, 0, 0, 0], ![0, 0, 0, 0]]

/-- Two orthogonal orbitals are not enough: every antibonding orbital is orthogonal to every
bonding one, yet the pair potential has matrix element `2` between the determinants. -/
theorem double_excitation_couples :
    (∀ i j, overlap (antibonding i) (bonding j) = 0) ∧
    ∑ x : Fin 2 → Fin 4, conj (slater antibonding x) *
      (contact (x 0) (x 1) * slater bonding x) = 2 := by
  constructor
  · intro i j
    fin_cases i <;> fin_cases j <;>
      simp [overlap, antibonding, bonding, Fin.sum_univ_four]
  · rw [← Equiv.sum_comp (finTwoArrowEquiv (Fin 4)).symm, Fintype.sum_prod_type]
    simp [Fin.sum_univ_four, finTwoArrowEquiv, slater, Matrix.det_fin_two, antibonding,
      bonding, contact]
    norm_num

end

end TripleExcitations
```

```lean
#print axioms TripleExcitations.one_body_element_eq_zero
#print axioms TripleExcitations.triple_excitations_decouple
#print axioms TripleExcitations.double_excitation_couples
```

```
'TripleExcitations.one_body_element_eq_zero' depends on axioms: [propext, Classical.choice, Quot.sound]
'TripleExcitations.triple_excitations_decouple' depends on axioms: [propext, Classical.choice, Quot.sound]
'TripleExcitations.double_excitation_couples' depends on axioms: [propext, Classical.choice, Quot.sound]
```

## Determinants and operators on a finite set

A particle has a coordinate in a finite set X, whose elements may be grid points, points with a spin label, or labels of an orthonormal basis. An orbital is a complex function on X, and `overlap` is the inner product

⟨f|g⟩ = Σ_x conj(f(x)) g(x).

There is no overlap matrix in this formula, so a nonorthogonal atomic basis has to be orthogonalised first.

The coordinates are labelled by a finite type `ι`, which is `Fin N` for N particles. A configuration x assigns a point x_i to each label i, and `slater a` is the function det a_i(x_j), without the factor 1/√(N!). The missing normalisation does not affect a statement that something is zero.

`hamiltonian h v` acts on a wavefunction Ψ by

(HΨ)(x) = Σ_k Σ_y h(x_k, y) Ψ(x with x_k replaced by y) + Σ_{k<l} v(x_k, x_l) Ψ(x).

The matrix h can hold kinetic energy and an external potential, while v is an interaction that depends on the positions of two particles. Neither has to be Hermitian or symmetric.

The general theorem uses a wider class of operators. For a set T of coordinates, `clusterOp T K` is

(A_T Ψ)(x) = Σ_y K(x_T, y) Ψ(y on T, x elsewhere),

where x_T is the part of x on T, y runs over all assignments of points to T, and K is any kernel. `glue` builds the mixed configuration in the argument of Ψ. The operator may be nonlocal on T but leaves all other coordinates alone.

## A coordinate left alone contributes its overlap

Take two products of orbitals, ∏_i p_i(x_i) and ∏_i q_i(x_i), and a coordinate j outside T. Set x_j = z and hold the other coordinates fixed. The kernel does not see z, and the operator does not change it, so the summand of the matrix element is

conj(p_j(z)) q_j(z) · R,

R = conj(∏_{i≠j} p_i(x_i)) Σ_y K(x_T, y) ∏_{i≠j} q_i(x′_i),

where x′ is the configuration with y on T and x elsewhere. R does not depend on z. Summing over z gives ⟨p_j|q_j⟩ R, which is zero if p_j and q_j are orthogonal. The sum over the remaining coordinates is then a sum of zeros.

This is `product_element_eq_zero`. Its step `hz` is the factorisation above, for which `glue_update` and `prod_update` isolate coordinate j in the mixed configuration and in the products. The last remark about sums is `sum_eq_zero_of_coordinate`, which splits a configuration into x_j and the rest.

## Too few coordinates for the orthogonal orbitals

Let S be the set of indices i for which a_i is orthogonal to every b_j, or any subset of it, and suppose that |S| > |T|. Expanding both determinants over permutations σ and τ gives

Σ_x conj(det a_i(x_j)) (A_T det b)(x) = Σ_σ Σ_τ sgn(σ) sgn(τ) M(σ, τ),

M(σ, τ) = Σ_x conj(∏_i a_σ(i)(x_i)) (A_T ∏_i b_τ(i))(x).

In the term with permutation σ, coordinate i carries the orbital a_σ(i). Since σ is a bijection, exactly |S| coordinates carry an orbital from S. They cannot all lie in T, so some j outside T has σ(j) in S. Then ⟨a_σ(j)|b_τ(j)⟩ = 0 whatever τ is, and M(σ, τ) = 0 by the product result. Every term vanishes separately, with no cancellation between permutations.

`cluster_element_eq_zero` follows this argument. The lemmas `slater_eq` and `clusterOp_slater` supply the two expansions. The counting step `hj` is done by contradiction: if no such j existed, S would be contained in the image of T under σ, which has at most |T| elements.

The limiting case is T empty. The operator is then multiplication by a number, and a single orbital orthogonal to all the b_j makes the two determinants orthogonal. A constant energy such as the nuclear repulsion therefore adds nothing to the matrix element.

## From clusters to the Hamiltonian

A pair potential is the case T = {k, l}, with a kernel equal to v(x_k, x_l) when y = x_T and zero otherwise. T has at most two elements, so three orthogonal orbitals suffice; this is `pair_element_eq_zero`, which holds for all k and l. A one-body matrix is the case T = {k} with kernel h(x_k, y_k), and two orthogonal orbitals suffice; this is `one_body_element_eq_zero`. Most of the Lean work in these two proofs identifies the familiar expressions with `clusterOp`. `hamiltonian_element_eq_zero` exchanges the finite sums and adds the vanishing terms.

The smallest number of particles that the hypothesis allows is N = 3, with all three a_i orthogonal to all three b_j. The potential v(x_0, x_1) leaves coordinate 2 alone, and every term of the expansion contains the factor ⟨a_σ(2)|b_τ(2)⟩ = 0.

`triple_excitations_decouple` puts this in the language of excitations. The orbitals φ_r come from one mutually orthogonal family with labels r. Here p and q are no longer orbitals but lists of labels: the second determinant is built from the orbitals with labels p(0), …, p(N−1), and the first from those with labels q(0), …, q(N−1). If at least three positions i have a q(i) that occurs nowhere among the p(j), the matrix element is zero. The orbitals need not be normalised, nor do they have to solve the Hartree-Fock equations.

## Two replaced orbitals can couple

For two particles on the points 0, 1, 2, 3, take

a_0 = (1, −1, 0, 0), a_1 = (0, 0, 1, −1),

b_0 = (1, 1, 0, 0), b_1 = (0, 0, 1, 1).

Each a_i is orthogonal to each b_j: either the supports are disjoint or the overlap is 1 − 1 = 0. Let v(0, 2) = v(2, 0) = 1 and let v vanish elsewhere. The code calls this potential `contact`, but it acts between two different points and is not a zero-range interaction. Only two configurations contribute:

(x_0, x_1) = (0, 2): det a = 1, det b = 1, contribution 1,

(x_0, x_1) = (2, 0): det a = −1, det b = −1, contribution 1.

The matrix element is 2, as `double_excitation_couples` states; Lean obtains it by summing over all sixteen configurations. Each determinant has squared norm 8, so the value between normalised states is 2/8 = 1/4.

## Zeros in the configuration-interaction matrix

In configuration interaction with orthogonal orbitals in a finite basis and at most pair interactions, these zeros appear in the Hamiltonian matrix wherever two determinants differ by three or more orbitals. In particular, a reference determinant has no direct matrix element with its triple or higher excitations. Triples can still affect the energy indirectly, through their coupling to single and double excitations.

The result is the vanishing case of the Slater–Condon rules; the formulas for determinants that differ by two orbitals or fewer are not derived here. The interaction in `hamiltonian` is also local, that is, diagonal in the points of X, whereas a general table of two-electron integrals in an orthonormal basis gives a nonlocal pair operator. For each pair of coordinates such an operator is covered by `cluster_element_eq_zero` with T = {k, l}, but it is not part of the operator `hamiltonian` defined above. Genuine three-body interactions are excluded, and for them the same counting would require four orthogonal orbitals.
